# A solvability threshold for the Debye–Hückel defect concentration

Screening is modelled here by one postulated law: at concentration \(c\), the formation energy of a charged defect drops from a fixed value \(G\) to \(G-A\sqrt c\), with a constant \(A>0\). An equilibrium is then a real \(c\) that reproduces itself through the Boltzmann factor, and such a \(c\) exists exactly when the bare concentration, measured against \(A\) and the temperature, does not exceed a threshold.

In Lean 4 with Mathlib:

```lean
import Mathlib

namespace DebyeHueckelDefects

noncomputable section

/-- The reduced self-consistent Debye-Hückel equation `x = s exp (b x)` for the square root `x`
of the defect concentration. -/
def IsSelfConsistent (s b x : ℝ) : Prop := x = s * Real.exp (b * x)

/-- The defect concentration without screening, for site density `N`, formation energy `G` and
thermal energy `θ`. -/
def bareConcentration (N G θ : ℝ) : ℝ := N * Real.exp (-G / θ)

/-- The concentration `c` obeys the Boltzmann law with a formation energy that screening lowers
from `G` to `G - A √c`. -/
def IsEquilibrium (N G A θ c : ℝ) : Prop :=
  c = N * Real.exp (-(G - A * Real.sqrt c) / θ)

/-- Every solution of the reduced equation is positive. -/
theorem IsSelfConsistent.pos {s b x : ℝ} (hs : 0 < s) (hx : IsSelfConsistent s b x) :
    0 < x := by
  have h : x = s * Real.exp (b * x) := hx
  rw [h]
  positivity

/-- Any two solutions `x` and `y` of the reduced equation satisfy `y = x exp (b (y - x))`. -/
theorem IsSelfConsistent.ratio {s b x y : ℝ} (hx : IsSelfConsistent s b x)
    (hy : IsSelfConsistent s b y) : y = x * Real.exp (b * (y - x)) := by
  have hx' : s * Real.exp (b * x) = x := Eq.symm hx
  have h : Real.exp (b * y) = Real.exp (b * x) * Real.exp (b * (y - x)) := by
    rw [← Real.exp_add]
    congr 1
    ring
  calc y = s * Real.exp (b * y) := hy
    _ = (s * Real.exp (b * x)) * Real.exp (b * (y - x)) := by rw [h]; ring
    _ = x * Real.exp (b * (y - x)) := by rw [hx']

/-- Two distinct solutions lie on opposite sides of the point `b x = 1`. -/
theorem IsSelfConsistent.separated {s b x y : ℝ} (hs : 0 < s) (hb : 0 < b)
    (hx : IsSelfConsistent s b x) (hy : IsSelfConsistent s b y) (hxy : x < y) :
    b * x < 1 ∧ 1 < b * y := by
  have hd : 0 < y - x := sub_pos.mpr hxy
  -- the exponential lies strictly above its tangent, seen from either solution
  have h1 : x * (b * (y - x) + 1) < y :=
    (mul_lt_mul_of_pos_left (Real.add_one_lt_exp (mul_pos hb hd).ne') (hx.pos hs)).trans_eq
      (hx.ratio hy).symm
  have hne : b * (x - y) ≠ 0 := mul_ne_zero hb.ne' (sub_ne_zero.mpr hxy.ne)
  have h2 : y * (b * (x - y) + 1) < x :=
    (mul_lt_mul_of_pos_left (Real.add_one_lt_exp hne) (hy.pos hs)).trans_eq
      (hy.ratio hx).symm
  constructor
  · by_contra h
    have h3 : 0 ≤ (b * x - 1) * (y - x) := mul_nonneg (by linarith) hd.le
    nlinarith
  · by_contra h
    have h3 : 0 ≤ (1 - b * y) * (y - x) := mul_nonneg (by linarith) hd.le
    nlinarith

/-- Up to the threshold there is a solution with `b x ≤ 1` and a solution with `1 ≤ b y`. -/
theorem exists_branches {s b : ℝ} (hs : 0 < s) (hb : 0 < b) (h : s * b * Real.exp 1 ≤ 1) :
    (∃ x, b * x ≤ 1 ∧ IsSelfConsistent s b x) ∧
      ∃ y, 1 ≤ b * y ∧ IsSelfConsistent s b y := by
  have hcont : Continuous (fun x : ℝ => s * Real.exp (b * x) - x) := by fun_prop
  have hbb : b * (1 / b) = 1 := by field_simp
  have hmid : s * Real.exp (b * (1 / b)) - 1 / b ≤ 0 := by
    rw [hbb, sub_nonpos, le_div_iff₀ hb]
    linarith
  constructor
  · have h0 : 0 ≤ s * Real.exp (b * 0) - 0 := by simp [hs.le]
    obtain ⟨x, hx, hfx⟩ := intermediate_value_Icc' (one_div_pos.mpr hb).le
      hcont.continuousOn ⟨hmid, h0⟩
    have hfx' : s * Real.exp (b * x) - x = 0 := hfx
    refine ⟨x, ?_, (sub_eq_zero.mp hfx').symm⟩
    have := mul_le_mul_of_nonneg_left hx.2 hb.le
    linarith
  · -- far out, the quadratic term of the exponential beats the linear one
    obtain ⟨X, hXdef⟩ : ∃ X, X = 2 / (s * b ^ 2) := ⟨_, rfl⟩
    have hXpos : 0 < X := by rw [hXdef]; positivity
    have hX : s * b ^ 2 * X = 2 := by rw [hXdef]; field_simp
    have hsb : s * b ≤ 1 :=
      (le_mul_of_one_le_right (by positivity) (Real.one_le_exp zero_le_one)).trans h
    have hle : 1 / b ≤ X := by
      rw [hXdef, div_le_div_iff₀ hb (by positivity)]
      nlinarith [mul_le_mul_of_nonneg_right hsb hb.le]
    have hfar : 0 ≤ s * Real.exp (b * X) - X := by
      have hq := mul_le_mul_of_nonneg_left
        (Real.quadratic_le_exp_of_nonneg (mul_pos hb hXpos).le) hs.le
      have he : s * (1 + b * X + (b * X) ^ 2 / 2) = s + s * b * X + X := by
        linear_combination (X / 2) * hX
      have hp : 0 < s * b * X := by positivity
      linarith
    obtain ⟨y, hy, hfy⟩ := intermediate_value_Icc hle hcont.continuousOn ⟨hmid, hfar⟩
    have hfy' : s * Real.exp (b * y) - y = 0 := hfy
    refine ⟨y, ?_, (sub_eq_zero.mp hfy').symm⟩
    have := mul_le_mul_of_nonneg_left hy.1 hb.le
    linarith

/-- The reduced Debye-Hückel equation has a real solution if and only if `s b e ≤ 1`. -/
theorem selfConsistent_iff {s b : ℝ} (hs : 0 < s) (hb : 0 < b) :
    (∃ x, IsSelfConsistent s b x) ↔ s * b * Real.exp 1 ≤ 1 := by
  constructor
  · rintro ⟨x, hx⟩
    have hx' : x = s * Real.exp (b * x) := hx
    have hpos := hx.pos hs
    -- tangent line of the exponential at `b x = 1`
    have ht : b * x ≤ Real.exp (b * x - 1) := by linarith [Real.add_one_le_exp (b * x - 1)]
    have he : Real.exp (b * x) = Real.exp (b * x - 1) * Real.exp 1 := by
      rw [← Real.exp_add]
      congr 1
      ring
    have h1 := mul_le_mul_of_nonneg_left ht (mul_pos hs (Real.exp_pos 1)).le
    have h2 : s * Real.exp 1 * Real.exp (b * x - 1) = x := by
      calc _ = s * Real.exp (b * x) := by rw [he]; ring
        _ = x := hx'.symm
    by_contra hn
    have h3 : 0 < (s * b * Real.exp 1 - 1) * x := mul_pos (by linarith) hpos
    nlinarith
  · intro h
    obtain ⟨⟨x, _, hx⟩, _⟩ := exists_branches hs hb h
    exact ⟨x, hx⟩

/-- Strictly below the threshold there are exactly two solutions, one on each side of `b x = 1`. -/
theorem two_solutions {s b : ℝ} (hs : 0 < s) (hb : 0 < b) (h : s * b * Real.exp 1 < 1) :
    ∃ x y, b * x < 1 ∧ 1 < b * y ∧ ∀ z, IsSelfConsistent s b z ↔ z = x ∨ z = y := by
  obtain ⟨⟨x, hx1, hx⟩, y, hy1, hy⟩ := exists_branches hs hb h.le
  -- a solution at `b z = 1` would sit exactly at the threshold
  have hne : ∀ z, IsSelfConsistent s b z → b * z ≠ 1 := by
    intro z hz hz1
    have hz' : z = s * Real.exp (b * z) := hz
    rw [hz1] at hz'
    rw [hz'] at hz1
    linarith
  have hx2 := lt_of_le_of_ne hx1 (hne x hx)
  have hy2 := lt_of_le_of_ne hy1 (hne y hy).symm
  refine ⟨x, y, hx2, hy2, fun z => ⟨fun hz => ?_, ?_⟩⟩
  · rcases lt_trichotomy z x with h1 | h1 | h1
    · linarith [(hz.separated hs hb hx h1).2]
    · exact Or.inl h1
    · have h2 := (hx.separated hs hb hz h1).2
      rcases lt_trichotomy z y with h3 | h3 | h3
      · linarith [(hz.separated hs hb hy h3).1]
      · exact Or.inr h3
      · linarith [(hy.separated hs hb hz h3).1]
  · rintro (rfl | rfl)
    · exact hx
    · exact hy

/-- At the threshold `s b e = 1` the only solution is `x = 1 / b`. -/
theorem threshold_solution {s b : ℝ} (hs : 0 < s) (hb : 0 < b) (h : s * b * Real.exp 1 = 1)
    (x : ℝ) : IsSelfConsistent s b x ↔ x = 1 / b := by
  have hbb : b * (1 / b) = 1 := by field_simp
  have h0 : IsSelfConsistent s b (1 / b) := by
    unfold IsSelfConsistent
    rw [hbb, div_eq_iff hb.ne']
    linarith
  constructor
  · intro hx
    rcases lt_trichotomy x (1 / b) with h1 | h1 | h1
    · linarith [(hx.separated hs hb h0 h1).2]
    · exact h1
    · linarith [(h0.separated hs hb hx h1).1]
  · rintro rfl
    exact h0

/-- On the branch `b x ≤ 1`, screening raises `x` above its bare value `s`, by at most a
factor `e`. -/
theorem dilute_enhancement {s b x : ℝ} (hs : 0 < s) (hb : 0 < b)
    (hx : IsSelfConsistent s b x) (h : b * x ≤ 1) : s < x ∧ x ≤ s * Real.exp 1 := by
  have hx' : x = s * Real.exp (b * x) := hx
  have h1 := mul_lt_mul_of_pos_left (Real.one_lt_exp_iff.mpr (mul_pos hb (hx.pos hs))) hs
  have h2 := mul_le_mul_of_nonneg_left (Real.exp_le_exp.mpr h) hs.le
  constructor <;> linarith

/-- For positive `N`, `A` and `θ`, the model equation `IsEquilibrium` has a solution `c` if and only
if `√c₀ · A / (2 θ) · e ≤ 1`, where `c₀` is the bare concentration. -/
theorem equilibrium_iff {N G A θ : ℝ} (hN : 0 < N) (hA : 0 < A) (hθ : 0 < θ) :
    (∃ c, IsEquilibrium N G A θ c) ↔
      Real.sqrt (bareConcentration N G θ) * (A / (2 * θ)) * Real.exp 1 ≤ 1 := by
  have hc : 0 < bareConcentration N G θ := by unfold bareConcentration; positivity
  have hs := Real.sqrt_pos.mpr hc
  -- the Boltzmann law is the square of the reduced equation
  have key : ∀ r, N * Real.exp (-(G - A * r) / θ) =
      (Real.sqrt (bareConcentration N G θ) * Real.exp (A / (2 * θ) * r)) ^ 2 := by
    intro r
    have he : Real.exp (-(G - A * r) / θ) =
        Real.exp (-G / θ) * (Real.exp (A / (2 * θ) * r) * Real.exp (A / (2 * θ) * r)) := by
      rw [← Real.exp_add, ← Real.exp_add]
      congr 1
      ring
    rw [mul_pow, Real.sq_sqrt hc.le, he, bareConcentration]
    ring
  rw [← selfConsistent_iff hs (by positivity)]
  constructor
  · rintro ⟨c, hceq⟩
    have h1 : c = _ := Eq.trans hceq (key (Real.sqrt c))
    refine ⟨Real.sqrt c, ?_⟩
    have h2 := congrArg Real.sqrt h1
    rw [Real.sqrt_sq (by positivity)] at h2
    exact h2
  · rintro ⟨x, hx⟩
    refine ⟨x ^ 2, ?_⟩
    unfold IsEquilibrium
    rw [Real.sqrt_sq (hx.pos hs).le, key x]
    exact congrArg (fun t : ℝ => t ^ 2) hx

end

end DebyeHueckelDefects
```

```lean
#print axioms DebyeHueckelDefects.two_solutions
-- 'DebyeHueckelDefects.two_solutions' depends on axioms: [propext, Classical.choice, Quot.sound]
#print axioms DebyeHueckelDefects.threshold_solution
-- 'DebyeHueckelDefects.threshold_solution' depends on axioms: [propext, Classical.choice, Quot.sound]
#print axioms DebyeHueckelDefects.dilute_enhancement
-- 'DebyeHueckelDefects.dilute_enhancement' depends on axioms: [propext, Classical.choice, Quot.sound]
#print axioms DebyeHueckelDefects.equilibrium_iff
-- 'DebyeHueckelDefects.equilibrium_iff' depends on axioms: [propext, Classical.choice, Quot.sound]
```

## The concentration equation and its square root

Let \(N>0\) be the density of defect sites and \(\theta=k_BT>0\) the thermal energy. `IsEquilibrium N G A θ c` is the equation

\[
c = N\exp\!\left(-\frac{G-A\sqrt c}{\theta}\right).
\]

Without screening the concentration would be \(c_0=N e^{-G/\theta}\), which is `bareConcentration N G θ`. The equation therefore reads \(c=c_0\,e^{A\sqrt c/\theta}\). Taking the square root and setting

\[
x=\sqrt c,\qquad s=\sqrt{c_0},\qquad b=\frac{A}{2\theta}
\]

gives \(x=s\,e^{bx}\), the predicate `IsSelfConsistent s b x`. The factor 2 in \(b\) comes from the square root.

The theorem `selfConsistent_iff` says that for \(s,b>0\) this reduced equation has a real solution if and only if \(s\,b\,e\le 1\). The theorem `equilibrium_iff` says the same for the concentration itself, for positive \(N,A,\theta\) and any real \(G\):

\[
\exists\, c \quad\Longleftrightarrow\quad \sqrt{c_0}\,\frac{A}{2\theta}\,e\le 1 .
\]

Equivalently, the lowering evaluated at the bare concentration, \(A\sqrt{c_0}\), may be at most \(2\theta/e\approx 0.74\,\theta\).

Three further theorems describe the solutions of the reduced equation, again for \(s,b>0\). Strictly below the threshold there are exactly two, on opposite sides of \(bx=1\) (`two_solutions`). At the threshold there is exactly one, \(x=1/b\) (`threshold_solution`). A solution with \(bx\le1\) satisfies \(s<x\le s\,e\) (`dilute_enhancement`), so that screening multiplies the concentration by more than 1 and at most \(e^2\approx7.4\).

## What the constants stand for

The square root is the Debye–Hückel limiting law. Each defect is stabilised by its ionic atmosphere, with an energy proportional to the inverse screening length, and that inverse length grows as the square root of the density of mobile charge. A constant \(A\) assumes that this density is proportional to \(c\). It collects the defect charge, the permittivity and the temperature dependence of the screening length, so it is constant only at fixed temperature.

The quantity \(bx=A\sqrt c/(2\theta)\) is half the lowering in units of \(\theta\). The dividing point \(bx=1\) is thus the concentration at which screening lowers the formation energy by \(2\theta\).

The model has one defect species and a fixed \(G\), so the Fermi level does not respond to the defects through charge neutrality. Nothing enforces \(c\le N\), and a solution may exceed the number of available sites. The theorems count solutions and say nothing about their thermodynamic stability. Absence of a solution is a property of this model equation, an unbounded \(\sqrt c\) lowering inside a Boltzmann factor with no site limit, and not a prediction that a material becomes unstable: a bounded continuous lowering, or a saturating occupation law such as \(c=N/(1+e^{(G-A\sqrt c)/\theta})\), always leaves a solution. The limiting law is reliable only while the lowering is small compared with \(\theta\), whereas at the threshold it equals \(2\theta\).

A self-consistency loop applied to exactly this equation above the threshold has no root to find, whatever the mixing scheme.

## Why a solution forces \(s b e\le1\)

Any solution is positive, because \(s\,e^{bx}>0\); this is `IsSelfConsistent.pos`. The exponential lies on or above its tangent, \(1+u\le e^u\), and \(u=bx-1\) gives

\[
bx\le e^{bx-1}.
\]

Multiplying by \(s\,e>0\) and using the equation,

\[
s\,b\,e\,x\le s\,e^{bx}=x ,
\]

and division by \(x>0\) leaves \(s\,b\,e\le1\). In `selfConsistent_iff` the tangent inequality is `ht`. The division is replaced by a contradiction: if \(s\,b\,e>1\), then \((s\,b\,e-1)x>0\), which `nlinarith` finds incompatible with the inequality above.

## Why two branches exist up to the threshold

Suppose \(s\,b\,e\le1\) and let \(f(x)=s\,e^{bx}-x\). Then

\[
f(0)=s>0,\qquad f(1/b)=s\,e-\frac1b\le0 ,
\]

so the intermediate value theorem gives a root in \([0,1/b]\).

For a root on the other side, take \(X=2/(s b^2)\). Since \(e\ge1\), the hypothesis gives \(s b\le1\), hence \(1/b\le X\). With \(e^u\ge1+u+u^2/2\) for \(u\ge0\),

\[
s\,e^{bX}\ge s+s b X+\frac{s b^2X}{2}\,X = s+s b X+X> X ,
\]

so \(f(X)>0\), and there is a root in \([1/b,X]\). The lemma `exists_branches` follows these two steps, with `hmid` for the sign at \(1/b\) and `hfar` for the sign at \(X\). At the threshold the two roots it provides coincide.

## Why there are no more than two

Let \(x<y\) both be solutions. Dividing their equations gives \(y=x\,e^{b(y-x)}\), which is `IsSelfConsistent.ratio`. The tangent inequality is strict away from zero, so

\[
y> x\bigl(1+b(y-x)\bigr)\;\Rightarrow\; y-x> bx\,(y-x)\;\Rightarrow\; bx<1 .
\]

Exchanging the roles of the two solutions,

\[
x> y\bigl(1-b(y-x)\bigr)\;\Rightarrow\; by\,(y-x)> y-x\;\Rightarrow\; by>1 .
\]

This is `IsSelfConsistent.separated`. Of three distinct solutions, the middle one would need \(bz>1\) as the larger of one pair and \(bz<1\) as the smaller of another, so three are impossible.

A solution with \(bz=1\) satisfies \(z=s\,e\), hence \(s\,b\,e=1\). Strictly below the threshold the two branches therefore avoid \(bz=1\) and are distinct. The proof of `two_solutions` compares an arbitrary solution with each of them by `lt_trichotomy`, and a solution different from both would contradict the separation. At the threshold \(1/b\) is itself a solution, and any other would put it strictly on one side of \(bx=1\), where it does not lie.

Call the solutions with \(bx\le1\) the dilute branch. The bounds there follow from \(0<bx\le1\): the factor \(e^{bx}\) in \(x=s\,e^{bx}\) lies above 1 and is at most \(e\).

## Returning to the concentration

In `equilibrium_iff` the identity `key` states, for every real \(r\),

\[
N e^{-(G-Ar)/\theta}=\left(\sqrt{c_0}\,e^{Ar/(2\theta)}\right)^2 .
\]

Given an equilibrium \(c\), setting \(r=\sqrt c\) and taking the positive root shows that \(\sqrt c\) solves the reduced equation. Given a solution \(x\) of the reduced equation, positivity gives \(\sqrt{x^2}=x\), and squaring shows that \(c=x^2\) is an equilibrium. The threshold for \(x\) is therefore the threshold for \(c\).

## Weak screening and a worked pair of roots

Let \(b\to0\) at fixed \(s\). The dilute root obeys \(x\le s\,e\), so \(bx\to0\) and \(x=s\,e^{bx}\to s\): the unscreened concentration returns. The other root lies above \(1/b\) and moves off to infinity.

For a numerical case, choose units in which \(b=1\) and take \(s=\tfrac12\ln2\approx0.347\). Then \(s\,b\,e\approx0.942\), just below the threshold, and both roots are explicit:

\[
s\,e^{\ln2}=2s=\ln2,\qquad s\,e^{2\ln2}=4s=2\ln2 .
\]

They are \(x\approx0.693\) and \(x\approx1.386\), on either side of 1. The corresponding concentrations are \(4c_0\) and \(16c_0\), so on the dilute branch screening raises the defect concentration fourfold. Raising \(s\) to \(0.4\) gives \(s\,b\,e\approx1.087\), and no solution remains.
